# Averaging a function of the total of finitely many ±1 spins, all configurations equally likely, is a binomial average over the number of down spins

Take a finite set of N classical spins, each with value +1 or −1, all with unit coupling, so that a configuration with k down spins has collective spin N − 2k. The theorem `average_binomial` says that, for any real function g, the average of g(collective spin) over all 2^N equally likely configurations is the sum over k from 0 to N of C(N, k) g(N − 2k), divided by 2^N. The attempt groups the configurations by their number of down spins with Mathlib's `sum_powerset_apply_card`, then uses `collective_uniform` to match the collective spin of each configuration with N − 2k.

An attempt in Lean 4 with a fault in it:

```lean
import Mathlib

open Finset Filter Topology

namespace AverageBinomial

noncomputable section

variable {ι : Type*} [DecidableEq ι]

/-- The value of the spin at site `i` when `t` is the set of down spins:
`-1` on `t` and `+1` elsewhere. -/
def spin (t : Finset ι) (i : ι) : ℝ := if i ∈ t then -1 else 1

/-- The collective spin of the sites in `s`, each spin weighted by its coupling `a i`. -/
def collective (a : ι → ℝ) (s t : Finset ι) : ℝ := ∑ i ∈ s, a i * spin t i

/-- The average of an observable over all configurations of the spins in `s`,
each configuration being equally likely. -/
def average (s : Finset ι) (F : Finset ι → ℝ) : ℝ :=
  (∑ t ∈ s.powerset, F t) / 2 ^ s.card

/-- With unit couplings, the collective spin is the number of spins minus twice
the number of down spins. -/
theorem collective_uniform {s t : Finset ι} (ht : t ⊆ s) :
    collective (fun _ => 1) s t = (s.card : ℝ) - 2 * t.card := by
  have e : ∀ i, (1 : ℝ) * spin t i = 1 - 2 * (if i ∈ t then 1 else 0) := by
    intro i
    unfold spin
    split_ifs <;> norm_num
  simp only [collective, e]
  rw [sum_sub_distrib, ← mul_sum, sum_ite_mem, inter_eq_right.mpr ht]
  simp

/-- With unit couplings, averaging a function of the collective spin amounts to a
binomial average over the number `k` of down spins. -/
theorem average_binomial (s : Finset ι) (g : ℝ → ℝ) :
    average s (fun t => g (collective (fun _ => 1) s t)) =
      (∑ k ∈ range (s.card + 1), (s.card.choose k : ℝ) * g ((s.card : ℝ) - 2 * k))
        / 2 ^ s.card := by
  have h := sum_powerset_apply_card (fun k : ℕ => g ((s.card : ℝ) - 2 * k)) s
  simp only [nsmul_eq_mul] at h
  simp only [average]
  rw [← h]
  congr 1
  exact sum_congr rfl fun t ht => by rw [collective_uniform (mem_powerset.mp ht)]

end

end AverageBinomial
```

The compiler's answer:

```
Main.lean:41:12: error: Function expected at
  sum_powerset_apply_card fun k => g (↑(#s) - 2 * ↑k)
but this term has type
  ∑ m ∈ powerset ?m.65, g (↑(#s) - 2 * ↑(#m)) = ∑ m ∈ range (#?m.65 + 1), (#?m.65).choose m • g (↑(#s) - 2 * ↑m)

Note: Expected a function because this term is being applied to the argument
  s
Main.lean:40:24: error: unsolved goals
ι : Type u_1
inst✝ : DecidableEq ι
s : Finset ι
g : ℝ → ℝ
⊢ (average s fun t => g (collective (fun x => 1) s t)) =
    (∑ k ∈ range (#s + 1), ↑((#s).choose k) * g (↑(#s) - 2 * ↑k)) / 2 ^ #s
```

The first message says that `sum_powerset_apply_card`, once given the function, is already an equation and cannot take `s` as a further argument. The finite set is an implicit argument of the lemma, shown in the message as the still unknown `?m.65`. The second message shows the theorem's original goal still open, with no `h` in the context. It follows from the first error and is not a separate fault in the mathematics.

The repair drops the explicit `s` and writes out the statement of `h`, from which Lean can read off that the implicit set is `s`. Merely deleting `s` from the old line would have left nothing there to fix the set.

The lemma writes each term of its right-hand side as a natural-number multiple, with `•`, while the stated `h` has a product of real numbers. The added `.trans` step converts each term by `nsmul_eq_mul`, taking over the work of the old `simp only` line, which no message faults. The new comment is mere tidying.

The mended proof, as a diff:

```diff
@@ -39,6 +39,9 @@
       (∑ k ∈ range (s.card + 1), (s.card.choose k : ℝ) * g ((s.card : ℝ) - 2 * k))
         / 2 ^ s.card := by
-  have h := sum_powerset_apply_card (fun k : ℕ => g ((s.card : ℝ) - 2 * k)) s
-  simp only [nsmul_eq_mul] at h
+  -- group the configurations by their number of down spins
+  have h : ∑ t ∈ s.powerset, g ((s.card : ℝ) - 2 * t.card) =
+      ∑ k ∈ range (s.card + 1), (s.card.choose k : ℝ) * g ((s.card : ℝ) - 2 * k) :=
+    (sum_powerset_apply_card (fun k : ℕ => g ((s.card : ℝ) - 2 * k))).trans
+      (sum_congr rfl fun k _ => nsmul_eq_mul _ _)
   simp only [average]
   rw [← h]
```
